# Pauling's ice count is exact on finite trees with vertices of degree 1 or 4

Take a finite tree whose vertices all have degree 1 or 4, and let $N$ be the number of degree-4 vertices. The number of ways to orient its edges with two incoming and two outgoing edges at every degree-4 vertex is exactly

$$2\cdot 3^N = 2^{3N+1}\left(\tfrac{6}{16}\right)^N .$$

In ice, each hydrogen bond holds one proton, which sits closer to one of its two oxygens, and each oxygen has two near and two far protons. Pauling estimated the number of such arrangements by giving each of the $E$ bonds two states and each molecule an independent factor $6/16$. On the trees above, where only the degree-4 vertices count as molecules, this estimate has no error. For simulations of proton-disordered ice, the result gives exact reference counts, restricted to finite ring-free clusters in which every molecule has four bonds and the outer ends of the bonds carry no constraint. Bulk ice has two bonds per molecule, so there the same estimate reads $2^{2N}(6/16)^N=(3/2)^N$; the tree count is larger because the tree has $3N+1$ bonds, many of them with free ends. Real ice also contains rings of bonds, and the step from trees to such networks is not covered by the hypotheses.

## Arrows on hydrogen bonds

The bond network is a simple graph `G` on a finite vertex type `V`.

```lean
import Mathlib

open Finset

namespace PaulingIceTree

variable {V : Type*} [Fintype V] [DecidableEq V] (G : SimpleGraph V) [DecidableRel G.Adj]
```

An orientation selects one end of each bond as the head of its arrow. Here the head is the oxygen nearer to the proton; some texts draw the arrow the other way, which leaves the count unchanged.

```lean
/-- An orientation of the bonds: every edge selects one of its ends as the head of its arrow. -/
abbrev BondOrientation := ∀ e : G.edgeSet, {x : V // x ∈ e.1}
```

The bonds at $v$ split into incoming and outgoing ones.

```lean
/-- The bonds that meet at the vertex `v`. -/
def bondsAt (v : V) : Finset G.edgeSet := univ.filter fun e => v ∈ e.1

variable {G}

/-- The bonds at `v` whose arrow points to `v`. -/
def incoming (h : BondOrientation G) (v : V) : Finset G.edgeSet :=
  (bondsAt G v).filter fun e => (h e).1 = v

/-- The bonds at `v` whose arrow points away from `v`. -/
def outgoing (h : BondOrientation G) (v : V) : Finset G.edgeSet :=
  (bondsAt G v).filter fun e => (h e).1 ≠ v
```

The ice rule requires two of each.

```lean
/-- The ice rule at `v`: two incoming and two outgoing bonds. -/
abbrev IceRule (h : BondOrientation G) (v : V) : Prop :=
  #(incoming h v) = 2 ∧ #(outgoing h v) = 2
```

Let $I(S)$ be the set of orientations that obey the rule at every vertex of $S$. The letter $S$ denotes a set of vertices, not an entropy.

```lean
variable (G)

/-- The orientations that obey the ice rule at every vertex of `S`. -/
def iceStates (S : Finset V) : Finset (BondOrientation G) :=
  univ.filter fun h => ∀ v ∈ S, IceRule h v
```

The degree-4 vertices are called `molecules`. In the tree theorem, the degree-1 vertices are free ends of bonds and carry no constraint.

```lean
/-- The four-coordinated vertices. -/
def molecules : Finset V := univ.filter fun v => G.degree v = 4
```

## Reversing a set of bonds

Given a set $T$ of bonds, reverse the arrows in $T$ and keep the rest.

```lean
variable {G}

/-- Reverse the arrows on the bonds in `T` and keep all others. -/
noncomputable def reverseBonds (T : Finset G.edgeSet) (h : BondOrientation G) :
    BondOrientation G :=
  fun e => if e ∈ T then ⟨Sym2.Mem.other (h e).2, Sym2.other_mem (h e).2⟩ else h e
```

The number of bonds at $v$ is $\deg v$, which lets the later counts use the degree.

```lean
/-- The number of bonds at a vertex is its degree. -/
theorem card_bondsAt (v : V) : #(bondsAt G v) = G.degree v := by
  rw [← SimpleGraph.card_incidenceFinset_eq_degree]
  refine card_bij (fun e _ => e.1) (fun e he => ?_) (fun a _ b _ hab => Subtype.ext hab)
    (fun e he => ?_)
  · rw [SimpleGraph.mem_incidenceFinset]
    exact ⟨e.2, (mem_filter.1 he).2⟩
  · rw [SimpleGraph.mem_incidenceFinset] at he
    exact ⟨⟨e, he.1⟩, mem_filter.2 ⟨mem_univ _, he.2⟩, rfl⟩
```

After the reversal, a bond at $v$ points to $v$ if it was reversed and pointed away, or was kept and pointed to $v$.

```lean
omit [Fintype V] [DecidableRel G.Adj] in
/-- After reversal of the bonds in `T`, a bond at `v` points to `v` exactly when it was reversed
and pointed away before, or was kept and pointed to `v` before. -/
theorem reverseBonds_head (T : Finset G.edgeSet) (h : BondOrientation G) {e : G.edgeSet} {v : V}
    (hv : v ∈ e.1) : (reverseBonds T h e).1 = v ↔ (e ∈ T ↔ (h e).1 ≠ v) := by
  by_cases he : e ∈ T
  · have hn := Sym2.other_ne (G.not_isDiag_of_mem_edgeSet e.2) (h e).2
    rw [← Sym2.other_spec (h e).2] at hv
    simp only [reverseBonds, he, if_true, true_iff]
    exact ⟨fun h1 h2 => hn (h1.trans h2.symm),
      fun h1 => ((Sym2.mem_iff.1 hv).resolve_left (Ne.symm h1)).symm⟩
  · simp [reverseBonds, he]
```

Two reversals of the same set cancel, so reversal is a bijection on orientations.

```lean
omit [Fintype V] [DecidableRel G.Adj] in
/-- Reversing the same bonds twice restores the orientation. -/
theorem reverseBonds_twice (T : Finset G.edgeSet) (h : BondOrientation G) :
    reverseBonds T (reverseBonds T h) = h := by
  funext e
  apply Subtype.ext
  rw [reverseBonds_head _ _ (h e).2, Ne, reverseBonds_head _ _ (h e).2]
  simp
```

If all bonds at $u$ are reversed, its two incoming and two outgoing bonds change roles. If none is reversed, nothing changes there. The ice rule at $u$ survives in both cases.

```lean
/-- The ice rule at `u` survives a reversal that affects all bonds at `u` or none of them. -/
theorem iceRule_reverseBonds {T : Finset G.edgeSet} {h : BondOrientation G} {u : V}
    (hT : (∀ e : G.edgeSet, u ∈ e.1 → e ∈ T) ∨ (∀ e : G.edgeSet, u ∈ e.1 → e ∉ T))
    (hi : IceRule h u) : IceRule (reverseBonds T h) u := by
  have k : ∀ e ∈ bondsAt G u, ((reverseBonds T h e).1 = u ↔ (e ∈ T ↔ (h e).1 ≠ u)) :=
    fun e he => reverseBonds_head T h (mem_filter.1 he).2
  rcases hT with hT | hT
  · -- incoming and outgoing bonds are exchanged
    have h1 : incoming (reverseBonds T h) u = outgoing h u :=
      filter_congr fun e he => by simp [k e he, hT e (mem_filter.1 he).2]
    have h2 : outgoing (reverseBonds T h) u = incoming h u :=
      filter_congr fun e he => by simp [k e he, hT e (mem_filter.1 he).2]
    exact ⟨h1 ▸ hi.2, h2 ▸ hi.1⟩
  · have h1 : incoming (reverseBonds T h) u = incoming h u :=
      filter_congr fun e he => by simp [k e he, hT e (mem_filter.1 he).2]
    have h2 : outgoing (reverseBonds T h) u = outgoing h u :=
      filter_congr fun e he => by simp [k e he, hT e (mem_filter.1 he).2]
    exact ⟨h1 ▸ hi.1, h2 ▸ hi.2⟩
```

## The branch behind a bond

Let $e=vw$ be a bond of a forest. Cutting $e$ separates $v$ from $w$. Let $R$ be the set of vertices still connected to $w$, and $T$ the set of bonds with at least one end in $R$. Only $e$ joins $R$ to its complement. Hence $e$ is the only bond at $v$ in $T$, while any other vertex has all its bonds in $T$ (if it lies in $R$) or none (if it does not).

```lean
/-- In a forest, each bond `e` at `v` belongs to a branch `T` that contains no other bond at `v`
and, at every other vertex, contains all bonds or none. -/
theorem exists_branch (hG : G.IsAcyclic) {v : V} (e : G.edgeSet) (hv : v ∈ e.1) :
    ∃ T : Finset G.edgeSet, (∀ f : G.edgeSet, v ∈ f.1 → (f ∈ T ↔ f = e)) ∧
      ∀ u, u ≠ v → (∀ f : G.edgeSet, u ∈ f.1 → f ∈ T) ∨ (∀ f : G.edgeSet, u ∈ f.1 → f ∉ T) := by
  classical
  obtain ⟨e, he⟩ := e
  obtain ⟨w, rfl⟩ : ∃ w, e = s(v, w) := hv
  have hb := SimpleGraph.isAcyclic_iff_forall_adj_isBridge.1 hG (show G.Adj v w from he)
  rw [SimpleGraph.isBridge_iff] at hb
  -- `R` holds on the side of `w` once the bridge is cut
  obtain ⟨R, hw, hv, step⟩ : ∃ R : V → Prop, R w ∧ ¬ R v ∧
      ∀ a b, G.Adj a b → s(a, b) ≠ s(v, w) → R a → R b :=
    ⟨(G.deleteEdges {s(v, w)}).Reachable w, SimpleGraph.Reachable.refl w,
      fun h => hb h.symm, fun a b hab hne hr =>
        hr.trans (SimpleGraph.Adj.reachable (SimpleGraph.deleteEdges_adj.2 ⟨hab, hne⟩))⟩
  refine ⟨univ.filter fun f => ∃ x ∈ f.1, R x, ?_, fun u huv => ?_⟩
  · rintro ⟨f, hf⟩ hvf
    obtain ⟨y, rfl⟩ : ∃ y, f = s(v, y) := hvf
    have hvy : G.Adj v y := hf
    rw [mem_filter]
    constructor
    · rintro ⟨-, x, hx, hr⟩
      by_contra hne
      have hy : R y := (Sym2.mem_iff.1 hx).elim (fun h => absurd (h ▸ hr) hv) (fun h => h ▸ hr)
      exact hv (step y v hvy.symm (fun h => hne (Subtype.ext (Sym2.eq_swap.trans h))) hy)
    · intro h
      rw [h]
      exact ⟨mem_univ _, w, Sym2.mem_mk_right v w, hw⟩
  · by_cases hu : R u
    · exact Or.inl fun f hf => mem_filter.2 ⟨mem_univ _, u, hf, hu⟩
    · right
      rintro ⟨f, hf⟩ huf hT
      obtain ⟨y, rfl⟩ : ∃ y, f = s(u, y) := huf
      have huy : G.Adj u y := hf
      obtain ⟨-, x, hx, hr⟩ := mem_filter.1 hT
      have hy : R y := (Sym2.mem_iff.1 hx).elim (fun h => absurd (h ▸ hr) hu) (fun h => h ▸ hr)
      refine hu (step y u huy.symm (fun h => ?_) hy)
      rcases Sym2.eq_iff.1 h with ⟨-, h2⟩ | ⟨-, h2⟩
      · exact hu (h2.symm ▸ hw)
      · exact huv h2
```

## Sixteen equally frequent patterns

Fix $v\notin S$, and let $n_A$ be the number of orientations in $I(S)$ whose incoming bonds at $v$ form the set $A$. For a bond $e\notin A$ at $v$, reversing the branch behind $e$ changes only $e$ at $v$ and preserves the rule on $S$, so $n_{A\cup\{e\}}=n_A$. Adding bonds one at a time gives $n_A=n_\emptyset$.

```lean
/-- In a forest, all arrow patterns at a vertex `v` outside `S` are equally frequent among the
orientations that obey the ice rule on `S`. -/
theorem card_pattern (hG : G.IsAcyclic) {S : Finset V} {v : V} (hvS : v ∉ S)
    (A : Finset G.edgeSet) (hA : A ⊆ bondsAt G v) :
    #((iceStates G S).filter fun h => incoming h v = A) =
      #((iceStates G S).filter fun h => incoming h v = ∅) := by
  induction A using Finset.induction_on with
  | empty => rfl
  | insert e A he ih =>
    have heB : e ∈ bondsAt G v := hA (mem_insert_self e A)
    have hAB : A ⊆ bondsAt G v := (subset_insert e A).trans hA
    rw [← ih hAB]
    obtain ⟨T, hT, hS⟩ := exists_branch hG e (mem_filter.1 heB).2
    -- reversing the branch behind `e` toggles only `e` at `v`
    have key : ∀ h x, x ∈ incoming (reverseBonds T h) v ↔
        x ∈ bondsAt G v ∧ (x = e ↔ x ∉ incoming h v) := by
      intro h x
      by_cases hx : x ∈ bondsAt G v
      · have hm : v ∈ x.1 := (mem_filter.1 hx).2
        simp only [incoming, mem_filter, hx, true_and, reverseBonds_head T h hm, hT x hm, ne_eq]
      · simp [incoming, hx]
    have ice : ∀ h ∈ iceStates G S, reverseBonds T h ∈ iceStates G S := fun h hh =>
      mem_filter.2 ⟨mem_univ _, fun u hu =>
        iceRule_reverseBonds (hS u fun h' => hvS (h' ▸ hu)) ((mem_filter.1 hh).2 u hu)⟩
    refine card_bij' (fun h _ => reverseBonds T h) (fun h _ => reverseBonds T h)
      ?_ ?_ (fun h _ => reverseBonds_twice T h) (fun h _ => reverseBonds_twice T h)
    all_goals
      intro h hh
      rw [mem_filter] at hh ⊢
      refine ⟨ice h hh.1, ?_⟩
      ext x
      rw [key, hh.2]
      have hxA : x ∈ A → x ∈ bondsAt G v := fun h' => hAB h'
      by_cases hx : x = e
      · simp [hx, he, heB]
      · simpa [hx] using hxA
```

If $\deg v=4$, there are $2^4=16$ patterns, of which $\binom42=6$ obey the rule:

$$|I(S)|=16\,n_\emptyset,\qquad |I(S\cup\{v\})|=6\,n_\emptyset .$$

Eliminating $n_\emptyset$ gives $8\,|I(S\cup\{v\})|=3\,|I(S)|$. In Lean, the two sums over patterns are `h16` and `h6`, and `omega` does the elimination.

```lean
/-- In a forest, imposing the ice rule at one more four-coordinated vertex keeps exactly three
eighths of the orientations. -/
theorem ice_step (hG : G.IsAcyclic) {S : Finset V} {v : V} (hvS : v ∉ S)
    (hv : G.degree v = 4) : 8 * #(iceStates G (insert v S)) = 3 * #(iceStates G S) := by
  have hmem : ∀ h, h ∈ iceStates G (insert v S) ↔
      h ∈ iceStates G S ∧ #(incoming h v) = 2 := by
    intro h
    have hs : outgoing h v = bondsAt G v \ incoming h v := by
      ext x
      simp only [outgoing, incoming, mem_filter, mem_sdiff]
      tauto
    have h4 : #(outgoing h v) + #(incoming h v) = 4 := by
      rw [hs, card_sdiff_add_card_eq_card
        (show incoming h v ⊆ bondsAt G v from filter_subset _ _), card_bondsAt, hv]
    simp only [iceStates, mem_filter, mem_univ, true_and, mem_insert, forall_eq_or_imp]
    exact ⟨fun a => ⟨a.2, a.1.1⟩, fun a => ⟨⟨a.2, by have := a.2; omega⟩, a.1⟩⟩
  -- sixteen patterns at `v` in all
  have h16 := card_eq_sum_card_fiberwise (s := iceStates G S) (f := fun h => incoming h v)
    (t := (bondsAt G v).powerset) (fun h _ => mem_coe.2 (mem_powerset.2 (filter_subset _ _)))
  rw [sum_congr rfl (fun A hA => card_pattern hG hvS A (mem_powerset.1 hA)), sum_const,
    card_powerset, card_bondsAt, hv, smul_eq_mul] at h16
  -- six of them obey the ice rule
  have h6 := card_eq_sum_card_fiberwise (s := iceStates G (insert v S))
    (f := fun h => incoming h v) (t := (bondsAt G v).powersetCard 2)
    (fun h hh => mem_coe.2 (mem_powersetCard.2 ⟨filter_subset _ _, ((hmem h).1 hh).2⟩))
  have hfib : ∀ A ∈ (bondsAt G v).powersetCard 2,
      #((iceStates G (insert v S)).filter fun h => incoming h v = A) =
        #((iceStates G S).filter fun h => incoming h v = ∅) := by
    intro A hA
    obtain ⟨hA1, hA2⟩ := mem_powersetCard.1 hA
    rw [← card_pattern hG hvS A hA1]
    congr 1
    ext h
    rw [mem_filter, mem_filter, hmem]
    exact ⟨fun a => ⟨a.1.1, a.2⟩, fun a => ⟨⟨a.1, by rw [a.2, hA2]⟩, a.2⟩⟩
  rw [sum_congr rfl hfib, sum_const, card_powersetCard, card_bondsAt, hv, smul_eq_mul,
    show Nat.choose 4 2 = 6 from rfl] at h6
  omega
```

## From one vertex to the whole forest

With no constraint, $|I(\emptyset)|=2^E$. Each added vertex contributes $3/8=6/16$, so by induction

$$|I(S)|=2^E\left(\tfrac{6}{16}\right)^{|S|}$$

for any set $S$ of degree-4 vertices in a finite forest. Vertices outside $S$ may have any degree.

```lean
/-- Pauling's count is exact on forests: the ice rule on a set `S` of four-coordinated vertices
leaves `2 ^ E * (6 / 16) ^ |S|` orientations, where `E` is the number of bonds. -/
theorem card_iceStates_forest (hG : G.IsAcyclic) (S : Finset V)
    (hS : ∀ v ∈ S, G.degree v = 4) :
    (#(iceStates G S) : ℚ) = 2 ^ G.edgeFinset.card * (6 / 16) ^ S.card := by
  induction S using Finset.induction_on with
  | empty =>
    -- without constraints every bond has two orientations
    have h2 : ∀ e : G.edgeSet, Fintype.card {x : V // x ∈ e.1} = 2 := fun e => by
      rw [Fintype.card_of_subtype e.1.toFinset (fun x => Sym2.mem_toFinset),
        Sym2.card_toFinset_of_not_isDiag _ (G.not_isDiag_of_mem_edgeSet e.2)]
    have hu : iceStates G ∅ = univ := by
      ext h
      simp [iceStates]
    rw [hu, card_univ, Fintype.card_pi, prod_congr rfl (fun e _ => h2 e), prod_const,
      card_univ, SimpleGraph.edgeFinset_card]
    simp
  | insert v S hv ih =>
    have ih' := ih fun u hu => hS u (mem_insert_of_mem hu)
    have st : (8 : ℚ) * #(iceStates G (insert v S)) = 3 * #(iceStates G S) := by
      exact_mod_cast ice_step hG hv (hS v (mem_insert_self v S))
    rw [card_insert_of_notMem hv, pow_succ]
    linear_combination st / 8 + 3 / 8 * ih'
```

## Counting the bonds of the tree

The degrees sum to $2E=|V|+3N$, and a tree has $|V|=E+1$. Therefore $E=3N+1$.

```lean
omit [DecidableEq V] in
/-- A finite tree with `N` vertices of degree 4 and all others of degree 1 has `3 N + 1` bonds. -/
theorem card_bonds_tree (hG : G.IsTree) (hd : ∀ v, G.degree v = 1 ∨ G.degree v = 4) :
    G.edgeFinset.card = 3 * #(molecules G) + 1 := by
  have h1 := hG.card_edgeFinset
  have h2 := G.sum_degrees_eq_twice_card_edges
  have h3 : ∀ v, G.degree v = 1 + if G.degree v = 4 then 3 else 0 := by
    intro v
    rcases hd v with h | h <;> simp [h]
  have h4 : ∑ v, G.degree v = Fintype.card V + #(molecules G) * 3 := by
    rw [sum_congr rfl (fun v _ => h3 v), sum_add_distrib, ← sum_filter, sum_const, sum_const,
      card_univ, smul_eq_mul, smul_eq_mul, mul_one, molecules]
  omega
```

Taking all degree-4 vertices for $S$ gives

$$2^{3N+1}\left(\tfrac{6}{16}\right)^N=2\left(8\cdot\tfrac38\right)^N=2\cdot3^N .$$

The theorem states the count both as a natural number and as the rational Pauling product.

```lean
/-- Pauling's ice count is exact on trees: if all vertices of a finite tree have degree 1 or 4,
with `N` of degree 4, then exactly `2 * 3 ^ N = 2 ^ (3 N + 1) * (6 / 16) ^ N` orientations have
two incoming and two outgoing bonds at every vertex of degree 4. -/
theorem pauling_count_tree (hG : G.IsTree) (hd : ∀ v, G.degree v = 1 ∨ G.degree v = 4) :
    #(iceStates G (molecules G)) = 2 * 3 ^ #(molecules G) ∧
      (#(iceStates G (molecules G)) : ℚ) =
        2 ^ (3 * #(molecules G) + 1) * (6 / 16) ^ #(molecules G) := by
  have hp := card_iceStates_forest hG.2 (molecules G) (fun v hv => (mem_filter.1 hv).2)
  rw [card_bonds_tree hG hd] at hp
  refine ⟨?_, hp⟩
  have h3 : ((2 : ℚ) ^ 3) ^ #(molecules G) * (6 / 16) ^ #(molecules G) =
      3 ^ #(molecules G) := by
    rw [← mul_pow]
    norm_num
  have hq : (#(iceStates G (molecules G)) : ℚ) = 2 * 3 ^ #(molecules G) := by
    rw [hp, pow_succ, pow_mul]
    linear_combination 2 * h3
  exact_mod_cast hq

end PaulingIceTree
```

```lean
#print axioms PaulingIceTree.pauling_count_tree
```

```
'PaulingIceTree.pauling_count_tree' depends on axioms: [propext, Classical.choice, Quot.sound]
```

## One bond, and two joined molecules

For $N=0$ the tree is a single bond, with 2 orientations.

For $N=2$ there are 7 bonds and $2^7=128$ orientations. The central bond points to one of the two molecules (2 ways). That molecule needs one more incoming bond among its outer three (3 ways), and the other needs two among its outer three (3 ways). This gives $2\cdot3\cdot3=18$, in agreement with $128\cdot(6/16)^2=18$.
